# The alternating pattern is the softest transverse dipole wave on a linear chain

Dipoles sit at the integer sites $n$ of an infinite chain and point perpendicular to it. Each consists of a fixed charge $-q$ at the site and a charge $q$ displaced from it by $u_n$, along one direction common to all sites, against a spring of constant $K$. The spring stands for the forces binding the charge to its own site; different sites interact only through their dipole fields. Lengths along the chain are in units of the spacing $a$. At distance $r$ along the chain, a dipole $p$ produces the field $-p/r^3$, and the prefactors are collected in the coupling $c = q^2/(4\pi\varepsilon_0 a^3) > 0$.

In a wave $u_n = A\cos(n\theta+\delta)$, with amplitude $A$ and offset $\delta$, the phase advances by $\theta$ per site. Which $\theta$ meets the weakest restoring force? The answer depends on

$$S(\theta)=\sum_{r\ge1}\frac{\cos r\theta}{r^3}.$$

The claim is that $S(\theta)\ge S(\pi)=\sum_{r\ge1}(-1)^r/r^3$ for every real $\theta$, with equality exactly when $\theta$ is an odd multiple of $\pi$.

## From the dipole field to a sum of squares

The two neighbours at distance $r$ contribute $u_{n+r}+u_{n-r}=2u_n\cos r\theta$. The field is therefore $-2S(\theta)u_n$, and the total force is $-[K+2cS(\theta)]u_n$. The series converges absolutely, since its terms are bounded by $1/r^3$.

Since $\cos r(\theta+\pi)=(-1)^r\cos r\theta$, odd distances cancel in $S(\theta)+S(\theta+\pi)$. Even distances $r=2j$ give $2\cos(2j\theta)/(8j^3)$, so

$$S(\theta)+S(\theta+\pi)=\tfrac14S(2\theta).$$

At $\theta=0$ this gives $S(\pi)=-\tfrac34S(0)$. At $\theta=\varphi$ it gives $S(\varphi+\pi)=\tfrac14S(2\varphi)-S(\varphi)$. Subtracting, and using $\cos2y=2\cos^2y-1$ with $y=r\varphi$,

$$S(\varphi+\pi)-S(\pi)=\sum_{r\ge1}\frac{\tfrac14\cos2r\varphi-\cos r\varphi+\tfrac34}{r^3}=\sum_{r\ge1}\frac{(1-\cos r\varphi)^2}{2r^3}.$$

No term is negative. Setting $\varphi=\theta-\pi$ and keeping only $r=1$,

$$S(\theta)-S(\pi)\ge\tfrac12(1+\cos\theta)^2.$$

This proves the inequality. Equality forces $\cos\theta=-1$, so $\theta$ is an odd multiple of $\pi$; conversely, $S$ has period $2\pi$, so all odd multiples give $S(\pi)$.

## The chain and its force law in Lean

```lean
import Mathlib

open Real

namespace TransverseDipoleChain

noncomputable section
```

The function $S$ is called `waveSum`. Its index `k` starts at zero, so the distance is $r=k+1$.

```lean
/-- The lattice sum `∑ cos (k θ) / k ^ 3` over `k ≥ 1`, for a dipole wave whose phase advances
by `θ` from site to site; the summation index is shifted by one. -/
def waveSum (θ : ℝ) : ℝ := ∑' k : ℕ, cos (((k : ℝ) + 1) * θ) / ((k : ℝ) + 1) ^ 3
```

The field is written for a general real pattern `u` on the integers, before any wave is assumed. For bounded `u`, which includes every wave, the series converges; where it does not, Lean's sum is 0 by convention and has no physical meaning.

```lean
/-- The field at site `n` of a chain with unit spacing, produced by all other dipoles `u m`, which
point perpendicular to the chain; a dipole `p` at distance `r` contributes `-p / r ^ 3`. The dipoles
are summed in pairs at equal distance; if that series is not summable, as can happen for unbounded
`u`, the value is `0` by convention. -/
def transverseField (u : ℤ → ℝ) (n : ℤ) : ℝ :=
  -∑' k : ℕ, (u (n + (k + 1)) + u (n - (k + 1))) / ((k : ℝ) + 1) ^ 3

/-- The stiffness of a dipole wave with phase step `θ`, for on-site spring constant `K` and
dipole coupling `c`. -/
def stiffness (K c θ : ℝ) : ℝ := K + 2 * c * waveSum θ
```

`HasSum` states that a series converges to the given value. The proof is the comparison with inverse cubes.

```lean
/-- The lattice sum of a dipole wave converges for every phase step. -/
theorem hasSum_waveSum (θ : ℝ) :
    HasSum (fun k : ℕ => cos (((k : ℝ) + 1) * θ) / ((k : ℝ) + 1) ^ 3) (waveSum θ) := by
  have hs : Summable (fun k : ℕ => 1 / ((k : ℝ) + 1) ^ 3) := by
    have h := (summable_nat_add_iff 1).mpr
      (Real.summable_one_div_nat_pow.mpr (by norm_num : 1 < 3))
    simpa using h
  -- compare with the sum of inverse cubes
  refine (Summable.of_norm_bounded (g := fun k : ℕ => 1 / ((k : ℝ) + 1) ^ 3) hs ?_).hasSum
  intro k
  rw [Real.norm_eq_abs, abs_div, abs_of_pos (show (0 : ℝ) < ((k : ℝ) + 1) ^ 3 by positivity)]
  gcongr
  exact abs_cos_le_one _
```

The next theorem derives the stiffness from the field. Here `u` is the displacement, with the charge absorbed in `c`. The step `key` combines the two neighbours at equal distance by the addition formulas. What remains to be justified for a real chain is the force law itself: linear on-site springs, with instantaneous point-dipole fields as the only coupling between sites.

```lean
/-- In a transverse dipole wave with on-site springs `K` and dipole coupling `c`, the total force
on each site is minus the stiffness of the wave times the local displacement. -/
theorem restoring_force (K c A θ δ : ℝ) (n : ℤ) :
    -K * (A * cos (n * θ + δ)) + c * transverseField (fun m => A * cos (m * θ + δ)) n
      = -stiffness K c θ * (A * cos (n * θ + δ)) := by
  have h : transverseField (fun m => A * cos (m * θ + δ)) n
      = -(2 * (A * cos (n * θ + δ)) * waveSum θ) := by
    unfold transverseField waveSum
    rw [← tsum_mul_left]
    congr 1
    refine tsum_congr fun k => ?_
    -- the two neighbours at distance k + 1 combine into a standing factor
    have e1 : ((n + ((k : ℤ) + 1) : ℤ) : ℝ) * θ + δ
        = (n * θ + δ) + ((k : ℝ) + 1) * θ := by push_cast; ring
    have e2 : ((n - ((k : ℤ) + 1) : ℤ) : ℝ) * θ + δ
        = (n * θ + δ) - ((k : ℝ) + 1) * θ := by push_cast; ring
    have key : ∀ x y d : ℝ, (A * cos (x + y) + A * cos (x - y)) / d
        = 2 * (A * cos x) * (cos y / d) := by
      intro x y d
      rw [cos_add, cos_sub]
      ring
    have hk := key (n * θ + δ) (((k : ℝ) + 1) * θ) (((k : ℝ) + 1) ^ 3)
    rw [← e1, ← e2] at hk
    exact hk
  rw [h, stiffness]
  ring
```

## The duplication law and the excess

The proof splits the series by the parity of `k`. Even `k` means odd distance, where the terms vanish (`h0`); odd `k` gives the doubled phase step (`h1`).

```lean
/-- Duplication law: the lattice sums at phase steps `θ` and `θ + π` add up to one quarter of
the lattice sum at `2 θ`. -/
theorem waveSum_duplication (θ : ℝ) :
    waveSum θ + waveSum (θ + π) = waveSum (2 * θ) / 4 := by
  have h := (hasSum_waveSum θ).add (hasSum_waveSum (θ + π))
  obtain ⟨f, hf⟩ : ∃ f : ℕ → ℝ, f = fun k : ℕ =>
      cos (((k : ℝ) + 1) * θ) / ((k : ℝ) + 1) ^ 3
        + cos (((k : ℝ) + 1) * (θ + π)) / ((k : ℝ) + 1) ^ 3 := ⟨_, rfl⟩
  -- odd distances cancel
  have h0 : ∀ k : ℕ, f (2 * k) = 0 := by
    intro k
    have e : (((2 * k : ℕ) : ℝ) + 1) * (θ + π)
        = ((((2 * k : ℕ) : ℝ) + 1) * θ + π) + (k : ℝ) * (2 * π) := by push_cast; ring
    simp only [hf]
    rw [e, cos_add_nat_mul_two_pi, cos_add_pi]
    ring
  -- even distances reproduce the chain with doubled spacing
  have h1 : ∀ k : ℕ, f (2 * k + 1)
      = cos (((k : ℝ) + 1) * (2 * θ)) / ((k : ℝ) + 1) ^ 3 / 4 := by
    intro k
    have e : ((2 * k + 1 : ℕ) : ℝ) + 1 = 2 * ((k : ℝ) + 1) := by push_cast; ring
    have e1 : 2 * ((k : ℝ) + 1) * θ = ((k : ℝ) + 1) * (2 * θ) := by ring
    have e2 : 2 * ((k : ℝ) + 1) * (θ + π)
        = ((k : ℝ) + 1) * (2 * θ) + ((k + 1 : ℕ) : ℝ) * (2 * π) := by push_cast; ring
    simp only [hf]
    rw [e, e1, e2, cos_add_nat_mul_two_pi, mul_pow]
    generalize ((k : ℝ) + 1) ^ 3 = d
    ring
  have hodd : HasSum (fun k : ℕ => f (2 * k)) 0 := by
    simp only [h0]
    exact hasSum_zero
  have heven : HasSum (fun k : ℕ => f (2 * k + 1)) (waveSum (2 * θ) / 4) := by
    simp only [h1]
    exact (hasSum_waveSum (2 * θ)).div_const 4
  have hall := hodd.even_add_odd heven
  rw [hf, zero_add] at hall
  exact h.unique hall
```

In the next proof, `hv` combines the duplication law at $\varphi$ and at $0$, while `key` completes the square in each term.

```lean
/-- The excess of the lattice sum over its value for the alternating arrangement is a sum of
squares, where `φ` is the deviation of the phase step from `π`. -/
theorem hasSum_excess (φ : ℝ) :
    HasSum (fun k : ℕ => (1 - cos (((k : ℝ) + 1) * φ)) ^ 2 / (2 * ((k : ℝ) + 1) ^ 3))
      (waveSum (φ + π) - waveSum π) := by
  have a1 : HasSum (fun k : ℕ => 1 / 4 * (cos (((k : ℝ) + 1) * (2 * φ)) / ((k : ℝ) + 1) ^ 3))
      (1 / 4 * waveSum (2 * φ)) := (hasSum_waveSum (2 * φ)).mul_left (1 / 4)
  have a2 : HasSum (fun k : ℕ => (-1) * (cos (((k : ℝ) + 1) * φ) / ((k : ℝ) + 1) ^ 3))
      ((-1) * waveSum φ) := (hasSum_waveSum φ).mul_left (-1)
  have a3 : HasSum (fun k : ℕ => 3 / 4 * (cos (((k : ℝ) + 1) * 0) / ((k : ℝ) + 1) ^ 3))
      (3 / 4 * waveSum 0) := (hasSum_waveSum 0).mul_left (3 / 4)
  -- the duplication law at φ and at 0 gives the value of the combined sum
  have hv : waveSum (φ + π) - waveSum π
      = 1 / 4 * waveSum (2 * φ) + (-1) * waveSum φ + 3 / 4 * waveSum 0 := by
    have d1 := waveSum_duplication φ
    have d0 := waveSum_duplication 0
    simp only [zero_add, mul_zero] at d0
    linear_combination d1 - d0
  -- each term of the combined sum is a square
  have key : ∀ y d : ℝ, (1 - cos y) ^ 2 / (2 * d)
      = 1 / 4 * (cos (2 * y) / d) + (-1) * (cos y / d) + 3 / 4 * (1 / d) := by
    intro y d
    rw [cos_two_mul]
    ring
  have hterm : ∀ k : ℕ, (1 - cos (((k : ℝ) + 1) * φ)) ^ 2 / (2 * ((k : ℝ) + 1) ^ 3)
      = 1 / 4 * (cos (((k : ℝ) + 1) * (2 * φ)) / ((k : ℝ) + 1) ^ 3)
        + (-1) * (cos (((k : ℝ) + 1) * φ) / ((k : ℝ) + 1) ^ 3)
        + 3 / 4 * (cos (((k : ℝ) + 1) * 0) / ((k : ℝ) + 1) ^ 3) := by
    intro k
    have e : ((k : ℝ) + 1) * (2 * φ) = 2 * (((k : ℝ) + 1) * φ) := by ring
    rw [e, mul_zero ((k : ℝ) + 1), cos_zero]
    exact key (((k : ℝ) + 1) * φ) (((k : ℝ) + 1) ^ 3)
  rw [hv, funext hterm]
  exact (a1.add a2).add a3
```

All terms being nonnegative, `le_hasSum` bounds the sum below by its term at `k = 0`, the nearest neighbour.

```lean
/-- The lattice sum at phase step `θ` exceeds that of the alternating arrangement by at least
`(1 + cos θ) ^ 2 / 2`. -/
theorem excess_lower_bound (θ : ℝ) :
    (1 + cos θ) ^ 2 / 2 ≤ waveSum θ - waveSum π := by
  -- keep only the nearest-neighbour square
  have h := le_hasSum (hasSum_excess (θ - π)) 0 (fun k _ => by positivity)
  simpa only [Nat.cast_zero, zero_add, one_mul, one_pow, mul_one, cos_sub_pi,
    sub_neg_eq_add, sub_add_cancel] using h
```

## The minimum and its uniqueness

First $S(\pi)$ is identified with the alternating sum.

```lean
/-- At phase step `π` the lattice sum is the alternating sum of inverse cubes. -/
theorem waveSum_pi : waveSum π = ∑' k : ℕ, (-1 : ℝ) ^ (k + 1) / ((k : ℝ) + 1) ^ 3 := by
  unfold waveSum
  refine tsum_congr fun k => ?_
  have h := cos_nat_mul_pi (k + 1)
  push_cast at h
  rw [h]
```

The main theorem has two parts, the inequality and the equality condition. In the forward direction of the latter, the gap bound makes $(1+\cos\theta)^2$ vanish; the converse removes whole turns from each cosine.

```lean
/-- For every phase step the lattice sum of a transverse dipole wave is at least the alternating
sum of inverse cubes, with equality exactly when the phase step is an odd multiple of `π`. -/
theorem softest_transverse_wave (θ : ℝ) :
    ∑' k : ℕ, (-1 : ℝ) ^ (k + 1) / ((k : ℝ) + 1) ^ 3 ≤ waveSum θ ∧
      (waveSum θ = ∑' k : ℕ, (-1 : ℝ) ^ (k + 1) / ((k : ℝ) + 1) ^ 3 ↔
        ∃ n : ℤ, θ = (2 * n + 1) * π) := by
  rw [← waveSum_pi]
  have hgap := excess_lower_bound θ
  refine ⟨by nlinarith [sq_nonneg (1 + cos θ)], fun h => ?_, ?_⟩
  · -- equality leaves no room for the nearest-neighbour square
    have hsq : (1 + cos θ) ^ 2 = 0 := le_antisymm (by linarith) (sq_nonneg _)
    have hc : 1 + cos θ = 0 := pow_eq_zero_iff (two_ne_zero) |>.mp hsq
    have h1 : cos (θ - π) = 1 := by rw [cos_sub_pi]; linarith
    obtain ⟨n, hn⟩ := (cos_eq_one_iff _).mp h1
    exact ⟨n, by linarith⟩
  · rintro ⟨n, rfl⟩
    unfold waveSum
    refine tsum_congr fun k => ?_
    have e : ((k : ℝ) + 1) * ((2 * n + 1) * π)
        = ((k : ℝ) + 1) * π + ((((k : ℤ) + 1) * n : ℤ) : ℝ) * (2 * π) := by push_cast; ring
    rw [e, cos_add_int_mul_two_pi]
```

For the stiffness, `hc` requires positive coupling. At $c=0$ every wave would have stiffness $K$, and the strict inequality would fail.

```lean
/-- For positive dipole coupling, the alternating wave has strictly lower stiffness than any wave
whose phase step is not an odd multiple of `π`. -/
theorem alternating_wave_strictly_softest (K c θ : ℝ) (hc : 0 < c)
    (hθ : ¬ ∃ n : ℤ, θ = (2 * n + 1) * π) : stiffness K c π < stiffness K c θ := by
  obtain ⟨hle, hiff⟩ := softest_transverse_wave θ
  rw [← waveSum_pi] at hle hiff
  have hlt : waveSum π < waveSum θ := lt_of_le_of_ne hle fun h => hθ (hiff.mp h.symm)
  unfold stiffness
  have h := mul_pos hc (sub_pos.mpr hlt)
  linarith

end

end TransverseDipoleChain
```

```lean
#print axioms TransverseDipoleChain.restoring_force
#print axioms TransverseDipoleChain.softest_transverse_wave
#print axioms TransverseDipoleChain.alternating_wave_strictly_softest
```

```
'TransverseDipoleChain.restoring_force' depends on axioms: [propext, Classical.choice, Quot.sound]
'TransverseDipoleChain.softest_transverse_wave' depends on axioms: [propext, Classical.choice, Quot.sound]
'TransverseDipoleChain.alternating_wave_strictly_softest' depends on axioms: [propext, Classical.choice, Quot.sound]
```

## Stability limit and supercells

In a lattice-dynamics calculation for this harmonic point-dipole chain, stability against all transverse waves is decided at $\theta=\pi$ alone. Numerically $S(\pi)\approx-0.9015$, so the stiffness is positive for every wave exactly when $K>-2S(\pi)\,c\approx1.803\,c$. Displacements that repeat with a supercell of $N$ sites allow only $\theta=2\pi m/N$ with integer $m$. They therefore include the softest wave when $N$ is even and miss it when $N$ is odd.
